# In a continuous 2×2 family with a fixed nonscalar symmetry, two symmetry-labelled levels that exchange order must cross

A Hamiltonian here is a real matrix \(H\) in an orthonormal basis, and a state is a real vector \(u\) with \(u\cdot u=1\). Its energy expectation value is \(\langle u,Hu\rangle=u\cdot(Hu)\). In Lean the dot product is `⬝ᵥ` and the action of a matrix on a vector is `*ᵥ`. The definition accepts vectors of any length, so normalisation appears as a hypothesis in the theorems.

```lean
import Mathlib

open Matrix

namespace HiddenSymmetryCrossing

noncomputable section

/-- The energy expectation value of the Hamiltonian `H` in the real state `u`,
for `u` of unit length. -/
def energy {n : Type*} [Fintype n] (H : Matrix n n ℝ) (u : n → ℝ) : ℝ :=
  u ⬝ᵥ (H *ᵥ u)
```

A two-level Hamiltonian is scalar if \(H=E\,\mathbf 1\) for some real \(E\). Its two levels then coincide, and every state has energy \(E\).

```lean
/-- A matrix is scalar if it is a multiple of the identity. -/
def IsScalar (H : Matrix (Fin 2) (Fin 2) ℝ) : Prop :=
  ∃ E : ℝ, H = E • (1 : Matrix (Fin 2) (Fin 2) ℝ)
```

A symmetry is a matrix \(K\) that commutes with \(H\). Its eigenvalue \(k\) serves as a label, and \(u\) is nondegenerate if the solutions of \(Kx=kx\) are exactly the multiples of \(u\).

```lean
/-- The vector `u` satisfies the eigenvalue equation of `K` for the value `k`, and every
solution for that value is a multiple of `u`. -/
def Nondegenerate {n : Type*} [Fintype n] (K : Matrix n n ℝ) (k : ℝ) (u : n → ℝ) : Prop :=
  K *ᵥ u = k • u ∧ ∀ x, K *ᵥ x = k • x → ∃ c : ℝ, x = c • u
```

The main theorem concerns a family \(H(t)\), where \(t\in[0,1]\) stands for a geometry or coupling parameter. Let \(H(t)\) be continuous and commute with a fixed nonscalar \(K\) that has orthonormal eigenvectors \(u,v\). If

\[
g(t)=\langle u,H(t)u\rangle-\langle v,H(t)v\rangle
\]

is negative at 0 and positive at 1, then \(H(t)\) is scalar for some \(0<t<1\). For electronic structure, this describes how levels with different symmetry labels can cross along a one-parameter path, within a real two-state model whose symmetry does not change along the path.

## Commutation with K: the labelled states are eigenstates

Physically, \(HK=KH\) says that the quantity \(K\) is conserved. By hand, if \(Ku=ku\), then

\[
K(Hu)=H(Ku)=k\,(Hu).
\]

So \(Hu\) lies in the same eigenspace of \(K\), and nondegeneracy gives \(Hu=cu\). Taking the dot product with \(u\) identifies \(c=\langle u,Hu\rangle\).

The proof follows these lines. The `rw` chain inside `obtain` is the displayed equation, and `he` identifies the multiple. The lemma holds in any finite dimension.

```lean
/-- A Hamiltonian that commutes with `K` has every normalized nondegenerate eigenvector of `K`
as an eigenvector, with the expectation value as its energy. -/
theorem eigenstate_of_symmetry {n : Type*} [Fintype n] {H K : Matrix n n ℝ} {k : ℝ}
    {u : n → ℝ} (hK : Nondegenerate K k u) (hu : u ⬝ᵥ u = 1) (hc : H * K = K * H) :
    H *ᵥ u = energy H u • u := by
  -- `H u` belongs to the same eigenspace of `K` as `u`
  obtain ⟨c, h⟩ := hK.2 (H *ᵥ u) (by
    rw [Matrix.mulVec_mulVec, ← hc, ← Matrix.mulVec_mulVec, hK.1, Matrix.mulVec_smul])
  have he : energy H u = c := by
    rw [energy, h, dotProduct_smul, hu, smul_eq_mul, mul_one]
  rw [he, h]
```

Without commutation the expectation values need not be eigenvalues, and their crossing need not be a crossing of levels. The matrix `coupled` below is an example.

## Continuity and the sign change: the energies meet

Continuity means that the matrix elements vary without jumps. The two sign conditions say that \(u\) starts below \(v\) and ends above it. The function \(g\) is a finite sum of matrix elements times constants, so it is continuous and vanishes at some interior \(t\). At that \(t\) the previous lemma, applied to \(u\) and to \(v\), gives \(H(t)u=Eu\) and \(H(t)v=Ev\) with the same \(E\).

```lean
/-- In any finite dimension, let a continuous family of Hamiltonians commute with `K`, and let `u`,
`v` be normalized nondegenerate eigenvectors of `K`. If the energy of `u` starts below that of `v`
and ends above it, both are eigenvectors with one common energy at some parameter value in between.
-/
theorem levels_cross {n : Type*} [Fintype n] {H : ℝ → Matrix n n ℝ} {K : Matrix n n ℝ}
    {k l : ℝ} {u v : n → ℝ} (hH : ContinuousOn H (Set.Icc 0 1))
    (hc : ∀ t ∈ Set.Icc (0 : ℝ) 1, H t * K = K * H t)
    (hKu : Nondegenerate K k u) (hKv : Nondegenerate K l v)
    (hu : u ⬝ᵥ u = 1) (hv : v ⬝ᵥ v = 1)
    (h0 : energy (H 0) u - energy (H 0) v < 0)
    (h1 : 0 < energy (H 1) u - energy (H 1) v) :
    ∃ t ∈ Set.Ioo (0 : ℝ) 1, ∃ E : ℝ, H t *ᵥ u = E • u ∧ H t *ᵥ v = E • v := by
  have hcont : ∀ w : n → ℝ, Continuous fun A : Matrix n n ℝ => energy A w := by
    intro w
    simp only [energy, dotProduct, Matrix.mulVec]
    exact continuous_finsetSum _ fun i _ => continuous_const.mul
      (continuous_finsetSum _ fun j _ => (continuous_id.matrix_elem i j).mul continuous_const)
  have hgap : ContinuousOn (fun t => energy (H t) u - energy (H t) v) (Set.Icc 0 1) :=
    ((hcont u).comp_continuousOn hH).sub ((hcont v).comp_continuousOn hH)
  -- the energy difference vanishes somewhere by the intermediate value theorem
  obtain ⟨t, ht, hz⟩ := intermediate_value_Ioo (zero_le_one' ℝ) hgap ⟨h0, h1⟩
  have hz' : energy (H t) v = energy (H t) u := (sub_eq_zero.mp hz).symm
  have hct := hc t (Set.Ioo_subset_Icc_self ht)
  refine ⟨t, ht, energy (H t) u, eigenstate_of_symmetry hKu hu hct, ?_⟩
  rw [← hz']
  exact eigenstate_of_symmetry hKv hv hct
```

In the proof, `hcont` and `hgap` establish the continuity of \(g\), and the zero comes from Mathlib's `intermediate_value_Ioo`. That lemma is an inclusion of sets: for \(f\) continuous on \([a,b]\) with \(a\le b\), the open interval \((f(a),f(b))\) is contained in the image of \((a,b)\) under \(f\). The pair `⟨h0, h1⟩` is precisely a proof that 0 lies in \((g(0),g(1))\). Membership in the image then unpacks into the number `t`, the proof `ht` that it is interior, and the equation `hz` that \(g(t)=0\). No endpoint has to be excluded afterwards. Commutation is used only at this `t`, but since its position is not known beforehand, `hc` asks for it on the whole interval.

Both conditions matter, as diagonal examples with \(K=\mathrm{diag}(1,-1)\), \(u=(1,0)\) and \(v=(0,1)\) show by inspection. If \(H(t)\) jumps from \(\mathrm{diag}(-1,1)\) to \(\mathrm{diag}(1,-1)\) at \(t=1/2\), the order reverses and no member is scalar. If \(H(t)=\mathrm{diag}(-1,1)\) throughout, the family is continuous, but the order never reverses.

## Two dimensions and orthonormality: a common energy fills the space

Orthonormal \(u,v\) form a complete basis of a two-level system. Let \(P\) be the matrix with rows \(u\) and \(v\). Orthonormality is \(PP^{T}=\mathbf 1\). For square matrices this implies \(P^{T}P=\mathbf 1\), which in components reads

\[
u_iu_j+v_iv_j=\delta_{ij},\qquad i,j\in\{0,1\}.
\]

Multiplying by \(x_j\) and summing over \(j\) gives \(x=(u\cdot x)\,u+(v\cdot x)\,v\). In Lean, `mul_eq_one_comm` exchanges the two factors, and the `linear_combination` lines carry out the final sum.

```lean
/-- Two orthonormal states of a two-level system are complete: every state is the sum of its
projections on them. -/
theorem completeness {u v : Fin 2 → ℝ} (hu : u ⬝ᵥ u = 1) (hv : v ⬝ᵥ v = 1)
    (huv : u ⬝ᵥ v = 0) (x : Fin 2 → ℝ) : x = (u ⬝ᵥ x) • u + (v ⬝ᵥ x) • v := by
  simp only [dotProduct, Fin.sum_univ_two] at hu hv huv
  have hP : !![u 0, u 1; v 0, v 1] * !![u 0, v 0; u 1, v 1] = 1 := by
    ext i j
    fin_cases i <;> fin_cases j <;> simp [Matrix.mul_apply, Fin.sum_univ_two] <;> linarith
  -- orthonormal rows give orthonormal columns
  have hQ := mul_eq_one_comm.mp hP
  have a := congrFun (congrFun hQ 0) 0
  have b := congrFun (congrFun hQ 0) 1
  have d := congrFun (congrFun hQ 1) 1
  simp [Matrix.mul_apply, Fin.sum_univ_two] at a b d
  refine funext (Fin.forall_fin_two.mpr ⟨?_, ?_⟩) <;>
    simp only [dotProduct, Fin.sum_univ_two, Pi.add_apply, Pi.smul_apply, smul_eq_mul]
  · linear_combination -x 0 * a - x 1 * b
  · linear_combination -x 0 * b - x 1 * d
```

If \(Hu=Eu\) and \(Hv=Ev\), this expansion gives

\[
Hx=(u\cdot x)Eu+(v\cdot x)Ev=Ex
\]

for every \(x\). Choosing the basis vectors for \(x\), which is the role of `Pi.single j 1`, reads off the columns of \(H\).

```lean
/-- If two orthonormal states of a two-level system are eigenvectors with the same energy `E`,
the Hamiltonian is `E` times the identity. -/
theorem eq_scalar {H : Matrix (Fin 2) (Fin 2) ℝ} {E : ℝ} {u v : Fin 2 → ℝ}
    (hu : u ⬝ᵥ u = 1) (hv : v ⬝ᵥ v = 1) (huv : u ⬝ᵥ v = 0)
    (hHu : H *ᵥ u = E • u) (hHv : H *ᵥ v = E • v) :
    H = E • (1 : Matrix (Fin 2) (Fin 2) ℝ) := by
  have key : ∀ x, H *ᵥ x = E • x := by
    intro x
    have h := completeness hu hv huv x
    calc H *ᵥ x = H *ᵥ ((u ⬝ᵥ x) • u + (v ⬝ᵥ x) • v) := by rw [← h]
      _ = E • ((u ⬝ᵥ x) • u + (v ⬝ᵥ x) • v) := by
        rw [Matrix.mulVec_add, Matrix.mulVec_smul, Matrix.mulVec_smul, hHu, hHv]
        module
      _ = E • x := by rw [← h]
  ext i j
  have h := congrFun (key (Pi.single j 1)) i
  simpa [Matrix.one_apply, Pi.single_apply] using h
```

In three dimensions the two energies still meet, but the matrix need not be scalar: \(\mathrm{diag}(2t-1,\,1-2t,\,5)\) becomes \(\mathrm{diag}(0,0,5)\) at \(t=1/2\).

Normalisation makes the comparison of energies fair. Take \(H(t)=\mathrm{diag}(2+3t,\,1)\), \(u=(1,0)\) and the overlong \(v=(0,2)\). Then \(g(t)=3t-2\) changes sign, although the levels \(2+3t\) and 1 never meet. What this example rules out is unequal lengths. Orthogonality is a convenience, since linear independence of \(u\) and \(v\) would suffice for the last step.

## K is not scalar: the labels differ

A scalar \(K\) commutes with everything and distinguishes no states. If \(K\) is nonscalar, the eigenvalues \(k\) of \(u\) and \(l\) of \(v\) must differ, because equal ones would make \(K\) scalar by the preceding lemma. Now let \(Kx=kx\). Expanding \(x\) and projecting on \(v\) gives

\[
l\,(v\cdot x)=k\,(v\cdot x),\qquad\text{so}\qquad (l-k)(v\cdot x)=0 .
\]

Hence \(v\cdot x=0\) and \(x=(u\cdot x)u\), so \(u\) is nondegenerate. In the proof, `hkl` is the inequality of the labels and `h3` is the projected equation.

```lean
/-- If a nonscalar two-level matrix `K` has orthonormal eigenvectors `u` and `v`, then `u` is
nondegenerate. -/
theorem nondegenerate_of_not_scalar {K : Matrix (Fin 2) (Fin 2) ℝ} {k l : ℝ}
    {u v : Fin 2 → ℝ} (hK : ¬ IsScalar K) (hu : u ⬝ᵥ u = 1) (hv : v ⬝ᵥ v = 1)
    (huv : u ⬝ᵥ v = 0) (hKu : K *ᵥ u = k • u) (hKv : K *ᵥ v = l • v) :
    Nondegenerate K k u := by
  have hkl : l - k ≠ 0 := by
    intro h
    rw [sub_eq_zero.mp h] at hKv
    exact hK ⟨k, eq_scalar hu hv huv hKu hKv⟩
  refine ⟨hKu, fun x hx => ⟨u ⬝ᵥ x, ?_⟩⟩
  have h := completeness hu hv huv x
  have h1 : K *ᵥ x = (u ⬝ᵥ x) • (k • u) + (v ⬝ᵥ x) • (l • v) := by
    rw [← hKu, ← hKv, ← Matrix.mulVec_smul, ← Matrix.mulVec_smul, ← Matrix.mulVec_add, ← h]
  -- project on `v`: the component of `x` along `v` must vanish
  have h2 := congrArg (fun y => v ⬝ᵥ y) (h1.symm.trans hx)
  simp only [dotProduct_add, dotProduct_smul, smul_eq_mul, dotProduct_comm v u, huv, hv] at h2
  have h3 : (l - k) * (v ⬝ᵥ x) = 0 := by linear_combination h2
  rw [(mul_eq_zero.mp h3).resolve_left hkl, zero_smul, add_zero] at h
  exact h
```

The main theorem applies this lemma twice, with \(u\) and \(v\) exchanged the second time. It then takes the common energy from `levels_cross` and concludes with `eq_scalar`.

```lean
/-- Let a continuous family of two-level Hamiltonians commute with a fixed nonscalar `K` that has
orthonormal eigenvectors `u`, `v`. If the energy of `u` minus that of `v` is negative at the start
and positive at the end, the Hamiltonian is scalar at some parameter value in between. -/
theorem hidden_symmetry_crossing {H : ℝ → Matrix (Fin 2) (Fin 2) ℝ}
    {K : Matrix (Fin 2) (Fin 2) ℝ} {k l : ℝ} {u v : Fin 2 → ℝ}
    (hH : ContinuousOn H (Set.Icc 0 1))
    (hc : ∀ t ∈ Set.Icc (0 : ℝ) 1, H t * K = K * H t) (hK : ¬ IsScalar K)
    (hu : u ⬝ᵥ u = 1) (hv : v ⬝ᵥ v = 1) (huv : u ⬝ᵥ v = 0)
    (hKu : K *ᵥ u = k • u) (hKv : K *ᵥ v = l • v)
    (h0 : energy (H 0) u - energy (H 0) v < 0)
    (h1 : 0 < energy (H 1) u - energy (H 1) v) :
    ∃ t ∈ Set.Ioo (0 : ℝ) 1, IsScalar (H t) := by
  have hvu : v ⬝ᵥ u = 0 := by rw [dotProduct_comm, huv]
  obtain ⟨t, ht, E, hE, hE'⟩ := levels_cross hH hc
    (nondegenerate_of_not_scalar hK hu hv huv hKu hKv)
    (nondegenerate_of_not_scalar hK hv hu hvu hKv hKu) hu hv h0 h1
  exact ⟨t, ht, E, eq_scalar hu hv huv hE hE'⟩
```

Symmetry of the matrices is not a separate hypothesis: \(K\), and \(H(t)\) for \(t\in[0,1]\), are diagonal in the real orthonormal basis \(u,v\), hence symmetric. Nor does the theorem distinguish a hidden symmetry from a geometrical one; it uses only a fixed commuting matrix.

## All hypotheses satisfied: a two-site ion

A minimal model of H₂⁺ has one orbital on each site, site energy \(\alpha\) and coupling \(\beta\). The two orbitals are taken as orthonormal, so their overlap is neglected. The symmetry is the exchange of the sites.

```lean
/-- The exchange of the two sites of a homonuclear ion. -/
def exchange : Matrix (Fin 2) (Fin 2) ℝ := !![0, 1; 1, 0]

/-- The two-site Hamiltonian with site energy `α` and coupling `β`, in an orthonormal basis. -/
def twoSite (α β : ℝ) : Matrix (Fin 2) (Fin 2) ℝ := α • 1 + β • exchange
```

Its eigenvectors are the even and odd combinations \((1,\pm1)/\sqrt2\), with labels \(\pm1\).

```lean
/-- The normalized even combination of the two site orbitals. -/
def even : Fin 2 → ℝ := ![√2 / 2, √2 / 2]

/-- The normalized odd combination of the two site orbitals. -/
def odd : Fin 2 → ℝ := ![√2 / 2, -(√2 / 2)]
```

Since the Hamiltonian is \(\alpha\mathbf 1+\beta K\), the energies are \(\alpha\pm\beta\). With \(\beta=2t-1\) their difference is \(2(2t-1)\), which runs from \(-2\) to \(2\), and the levels meet at \(t=1/2\). The theorem verifies each hypothesis in turn.

```lean
/-- The two-site model with coupling `2t - 1`, the site exchange and the even and odd orbitals
meet the hypotheses of the crossing theorem; the energy difference is `2(2t - 1)`. -/
theorem hidden_symmetry_crossing_witness (α : ℝ) :
    (Continuous fun t : ℝ => twoSite α (2 * t - 1)) ∧
    (∀ t : ℝ, twoSite α (2 * t - 1) * exchange = exchange * twoSite α (2 * t - 1)) ∧
    ¬ IsScalar exchange ∧ even ⬝ᵥ even = 1 ∧ odd ⬝ᵥ odd = 1 ∧ even ⬝ᵥ odd = 0 ∧
    exchange *ᵥ even = (1 : ℝ) • even ∧ exchange *ᵥ odd = (-1 : ℝ) • odd ∧
    ∀ t : ℝ, energy (twoSite α (2 * t - 1)) even - energy (twoSite α (2 * t - 1)) odd
      = 2 * (2 * t - 1) := by
  have hs : √2 * √2 = (2 : ℝ) := Real.mul_self_sqrt (by norm_num)
  have he : even ⬝ᵥ even = 1 := by
    rw [dotProduct, Fin.sum_univ_two]
    change √2 / 2 * (√2 / 2) + √2 / 2 * (√2 / 2) = 1
    linear_combination hs / 2
  have ho : odd ⬝ᵥ odd = 1 := by
    rw [dotProduct, Fin.sum_univ_two]
    change √2 / 2 * (√2 / 2) + -(√2 / 2) * -(√2 / 2) = 1
    linear_combination hs / 2
  have heo : even ⬝ᵥ odd = 0 := by
    rw [dotProduct, Fin.sum_univ_two]
    change √2 / 2 * (√2 / 2) + √2 / 2 * -(√2 / 2) = 0
    ring
  have hKe : exchange *ᵥ even = (1 : ℝ) • even := by
    ext i
    fin_cases i <;> simp [exchange, even, Matrix.mulVec, dotProduct, Fin.sum_univ_two]
  have hKo : exchange *ᵥ odd = (-1 : ℝ) • odd := by
    ext i
    fin_cases i <;> simp [exchange, odd, Matrix.mulVec, dotProduct, Fin.sum_univ_two]
  refine ⟨by unfold twoSite; fun_prop, fun t => by simp [twoSite, add_mul, mul_add], ?_,
    he, ho, heo, hKe, hKo, fun t => ?_⟩
  · rintro ⟨E, h⟩
    have h01 := congrFun (congrFun h 0) 1
    simp [exchange] at h01
  · simp only [energy, twoSite, Matrix.add_mulVec, Matrix.smul_mulVec, Matrix.one_mulVec,
      hKe, hKo, dotProduct_add, dotProduct_smul, he, ho, smul_eq_mul]
    ring
```

The sign-changing coupling is a chosen path, not a dissociation curve of H₂⁺. The additional conserved quantity of the full one-electron problem depends on the internuclear distance, whereas \(K\) here is fixed.

## Without a distinguishing symmetry: an avoided crossing

Now give two basis states the energies \(2t-1\) and \(1-2t\), and couple them by a constant \(w\).

```lean
/-- Two basis states with energies `2t - 1` and `1 - 2t`, coupled by `w`. -/
def coupled (w t : ℝ) : Matrix (Fin 2) (Fin 2) ℝ :=
  (2 * t - 1) • !![1, 0; 0, -1] + w • exchange
```

The basis energies still exchange order. However, a scalar matrix has zero off-diagonal elements, and here they equal \(w\), so for \(w\neq0\) no member is scalar. The eigenvalues are \(\pm\sqrt{(2t-1)^2+w^2}\), with a separation of at least \(2|w|\).

```lean
/-- Avoided crossing: for nonzero coupling the family is continuous and the energy difference of
the basis states is `2(2t - 1)`, yet the Hamiltonian is never scalar. -/
theorem avoided_crossing {w : ℝ} (hw : w ≠ 0) :
    Continuous (coupled w) ∧
    (∀ t, energy (coupled w t) ![1, 0] - energy (coupled w t) ![0, 1] = 2 * (2 * t - 1)) ∧
    ∀ t, ¬ IsScalar (coupled w t) := by
  refine ⟨by unfold coupled; fun_prop, fun t => ?_, ?_⟩
  · simp [energy, coupled, exchange, Matrix.mulVec, dotProduct, Fin.sum_univ_two]
    ring
  · rintro t ⟨E, h⟩
    have h01 := congrFun (congrFun h 0) 1
    simp [coupled, exchange] at h01
    exact hw h01
```

This family serves as a counter-example twice. With \(K=\mathrm{diag}(1,-1)\), only commutation fails. With \(K=\mathbf 1\), commutation holds and only the requirement that \(K\) be nonscalar fails.

## From a crossing back to a symmetry

For a linear family \(A+tB\) there is a converse. If \(A+sB=E\mathbf 1\) for one value \(s\), then

\[
A+tB=E\mathbf 1+(t-s)B,
\]

which commutes with \(B\) for every \(t\). The `rw` step substitutes \(A=E\mathbf 1-sB\), and `simp` expands the products. The matrix \(B\) distinguishes states only if it is itself nonscalar, which the theorem does not require.

```lean
/-- Converse for linear families: if `A + s B` is scalar for one value `s`, then `B` commutes
with `A + t B` for every `t`. -/
theorem symmetry_of_linear_crossing {A B : Matrix (Fin 2) (Fin 2) ℝ} {s : ℝ}
    (h : IsScalar (A + s • B)) (t : ℝ) : (A + t • B) * B = B * (A + t • B) := by
  obtain ⟨E, hE⟩ := h
  rw [eq_sub_of_add_eq hE]
  simp [add_mul, mul_add, sub_mul, mul_sub]

end

end HiddenSymmetryCrossing
```

```lean
#print axioms HiddenSymmetryCrossing.hidden_symmetry_crossing
-- 'HiddenSymmetryCrossing.hidden_symmetry_crossing' depends on axioms: [propext, Classical.choice, Quot.sound]
#print axioms HiddenSymmetryCrossing.avoided_crossing
-- 'HiddenSymmetryCrossing.avoided_crossing' depends on axioms: [propext, Classical.choice, Quot.sound]
#print axioms HiddenSymmetryCrossing.symmetry_of_linear_crossing
-- 'HiddenSymmetryCrossing.symmetry_of_linear_crossing' depends on axioms: [propext, Classical.choice, Quot.sound]
```
